# For a level with finitely many real poles, at most one quasiparticle solution has weight above one half

## The quasiparticle equation and its conventions

An electron level of bare energy e is coupled to finitely many other configurations, for instance an ionised state with an additional excitation. Configuration i has the real energy d(i) and the real coupling v(i) to the level. The couplings shift the level through the self-energy

Σ(w) = sum over i of v(i)²/(w − d(i)),

and the shifted energies are the real solutions w of the quasiparticle equation

w = e + Σ(w).

Textbooks usually write ω for w. The energies d(i) are the poles of Σ, and a solution is required to differ from all of them, including any pole whose coupling is zero. Two further quantities belong to each frequency off the poles:

S(w) = sum over i of v(i)²/(w − d(i))²,
Z(w) = 1/(1 + S(w)).

The dimensionless number S is called the strength here; textbooks mostly write it as −Σ′(w). At a solution, Z is the usual quasiparticle weight, the share of the level's spectral weight found at that energy.

The equation is often solved by iteration: insert a trial frequency x on the right and take

F(x) = e + Σ(x)

as the next one. In this model with fixed, finitely many real poles, S decides both how much weight a solution carries and whether the undamped iteration is locally drawn to it.

## Two solutions compete for the weight

Let w₁ ≠ w₂ be solutions for the same e, v and d. For each pole,

1/(w₁ − d(i)) − 1/(w₂ − d(i)) = −(w₁ − w₂)/((w₁ − d(i))(w₂ − d(i))).

Multiply by v(i)² and sum. With

M = sum over i of v(i)²/((w₁ − d(i))(w₂ − d(i))),

this reads Σ(w₁) − Σ(w₂) = −(w₁ − w₂)M. Subtracting the two quasiparticle equations gives

w₁ − w₂ = −(w₁ − w₂)M,

so M = −1. Now M is the scalar product of the vectors with components v(i)/(w₁ − d(i)) and v(i)/(w₂ − d(i)), whose squared lengths are S(w₁) and S(w₂). The Cauchy-Schwarz inequality yields

1 = M² ≤ S(w₁)S(w₂).

For the weights, write S₁ and S₂ for the two strengths:

Z(w₁) + Z(w₂) = (2 + S₁ + S₂)/(1 + S₁ + S₂ + S₁S₂) ≤ 1,

because S₁S₂ ≥ 1. Two distinct solutions therefore cannot both have Z > 1/2. Since S ≥ 0, the condition Z > 1/2 is the same as 1 + S < 2, that is, S < 1.

## The same number governs the iteration

Off the poles, differentiating term by term gives Σ′ = −S. At a solution w we have F(w) = w and F′(w) = −S(w). By the definition of the derivative, for every c > 0 all x close enough to w satisfy

|F(x) − w + S(w)(x − w)| ≤ c|x − w|.

Suppose S(w) < 1. Choose q with S(w) < q < 1 and set c = q − S(w). The triangle inequality gives

|F(x) − w| ≤ S(w)|x − w| + c|x − w| = q|x − w|

for |x − w| < δ, where δ is also taken small enough that no pole lies within δ of w. By induction, the n-th iterate of x is at most qⁿ|x − w| away from w. It stays inside the pole-free interval and converges to w.

Suppose instead S(w) > 1. Choose q with 1 < q < S(w) and set c = S(w) − q. Then

S(w)|x − w| ≤ c|x − w| + |F(x) − w|,

so |F(x) − w| ≥ q|x − w|, and small errors grow.

## A level in resonance with one pole

Let a single pole lie at the level itself, e = d = a, with coupling g ≠ 0. The equation becomes (w − a)² = g², with solutions a + g and a − g. Both have S = g²/g² = 1 and Z = 1/2, so both bounds above are attained.

The example also shows that S ≤ 1 is not enough for convergence. Start at a + y with y ≠ 0. One step leads to a + g²/y, and the next leads back to a + y. Unless y = g or y = −g, the iteration alternates between two values forever, however close to a solution it began.

## The definitions in Lean

The finite type `ι` labels the poles. It may be empty, in which case Σ = 0, S = 0 and the only solution is w = e.

```lean
import Mathlib

open Filter Topology

namespace QuasiparticleEquation

noncomputable section

variable {ι : Type*} [Fintype ι] {e w w₁ w₂ : ℝ} {v d : ι → ℝ}
```

The functions `v` and `d` give the couplings and the pole energies, so every residue `v i ^ 2` is nonnegative.

```lean
/-- The self-energy with couplings `v i` and real poles `d i`, for frequencies `w` off the
poles. -/
def selfEnergy (v d : ι → ℝ) (w : ℝ) : ℝ := ∑ i, v i ^ 2 / (w - d i)

/-- The strength `S(w)`, the sum of `v i ^ 2 / (w - d i) ^ 2`, for frequencies `w` off the
poles. -/
def strength (v d : ι → ℝ) (w : ℝ) : ℝ := ∑ i, v i ^ 2 / (w - d i) ^ 2

/-- The quasiparticle weight `1 / (1 + S(w))`, for frequencies `w` off the poles. -/
def weight (v d : ι → ℝ) (w : ℝ) : ℝ := 1 / (1 + strength v d w)
```

The map F is called `update`.

```lean
/-- One step of the self-consistency iteration, for frequencies `w` off the poles: the new
frequency is the bare level `e` plus the self-energy at the old one. -/
def update (e : ℝ) (v d : ι → ℝ) (w : ℝ) : ℝ := e + selfEnergy v d w
```

These functions are defined for every real `w`, and Lean sets a quotient with denominator zero to 0. The field `off_pole` in the next structure keeps that convention away from the solutions.

```lean
/-- A real solution `w` of the quasiparticle equation that lies off all the poles. -/
structure IsQuasiparticle (e : ℝ) (v d : ι → ℝ) (w : ℝ) : Prop where
  off_pole : ∀ i, w ≠ d i
  solves : w = e + selfEnergy v d w
```

The field `solves` is the quasiparticle equation. The step from a molecule or solid to this scalar equation, with one diagonal self-energy element and a fixed finite set of real poles, is an approximation that the hypotheses take as given.

## Slope and strength

The first theorem is Σ′ = −S. The quotient rule is applied to each term, with `hw` supplying the nonzero denominator, and `HasDerivAt.fun_sum` adds the terms.

```lean
/-- Off the poles, the self-energy has the derivative `-S(w)`. -/
theorem hasDerivAt_selfEnergy (hw : ∀ i, w ≠ d i) :
    HasDerivAt (selfEnergy v d) (-strength v d w) w := by
  have h : ∀ i ∈ Finset.univ,
      HasDerivAt (fun x => v i ^ 2 / (x - d i)) (-(v i ^ 2 / (w - d i) ^ 2)) w := by
    intro i _
    have h1 := (hasDerivAt_id' w).sub_const (d i)
    have h2 := (hasDerivAt_const w (v i ^ 2)).fun_div h1 (sub_ne_zero.mpr (hw i))
    exact h2.congr_deriv (by ring)
  exact (HasDerivAt.fun_sum h).congr_deriv (by simp [strength])
```

The strength is a sum of nonnegative terms, which later keeps 1 + S positive.

```lean
/-- The strength is nonnegative. -/
theorem strength_nonneg (v d : ι → ℝ) (w : ℝ) : 0 ≤ strength v d w :=
  Finset.sum_nonneg fun i _ => by positivity
```

## The product bound and the weights

The hypotheses `h₁` and `h₂` share the same `e`, `v` and `d`: the theorem compares solutions belonging to one level, not to different orbitals. In the proof, `hdiff` is the factorised difference of self-energies, `hmix` is M = −1 after cancelling the nonzero factor w₁ − w₂, and `cs` is the Cauchy-Schwarz inequality.

```lean
/-- Two distinct solutions of the same quasiparticle equation (same `e`, `v` and `d`) satisfy
`S(w₁) S(w₂) ≥ 1`. -/
theorem one_le_strength_mul (h₁ : IsQuasiparticle e v d w₁) (h₂ : IsQuasiparticle e v d w₂)
    (hne : w₁ ≠ w₂) : 1 ≤ strength v d w₁ * strength v d w₂ := by
  -- the difference of the two self-energies contains the factor `w₁ - w₂`
  have hdiff : selfEnergy v d w₁ - selfEnergy v d w₂ =
      -(w₁ - w₂) * ∑ i, v i / (w₁ - d i) * (v i / (w₂ - d i)) := by
    unfold selfEnergy
    rw [← Finset.sum_sub_distrib, Finset.mul_sum]
    refine Finset.sum_congr rfl fun i _ => ?_
    rw [div_sub_div _ _ (sub_ne_zero.mpr (h₁.off_pole i)) (sub_ne_zero.mpr (h₂.off_pole i)),
      div_mul_div_comm, ← mul_div_assoc]
    congr 1
    ring
  -- dividing by that factor fixes the mixed sum
  have hmix : ∑ i, v i / (w₁ - d i) * (v i / (w₂ - d i)) = -1 := by
    apply mul_left_cancel₀ (sub_ne_zero.mpr hne)
    linear_combination h₁.solves - h₂.solves + hdiff
  -- Cauchy-Schwarz
  have cs : (∑ i, v i / (w₁ - d i) * (v i / (w₂ - d i))) ^ 2 ≤
      (∑ i, (v i / (w₁ - d i)) ^ 2) * ∑ i, (v i / (w₂ - d i)) ^ 2 :=
    Finset.sum_mul_sq_le_sq_mul_sq _ _ _
  rw [hmix] at cs
  simp only [div_pow] at cs
  unfold strength
  linarith
```

To bound the sum of the weights, the proof puts the two fractions over a common positive denominator. What remains is the product bound.

```lean
/-- The weights of two distinct solutions of the same quasiparticle equation (same `e`, `v` and `d`)
add up to at most one. -/
theorem weight_add_le_one (h₁ : IsQuasiparticle e v d w₁) (h₂ : IsQuasiparticle e v d w₂)
    (hne : w₁ ≠ w₂) : weight v d w₁ + weight v d w₂ ≤ 1 := by
  have h := one_le_strength_mul h₁ h₂ hne
  have p₁ : 0 < 1 + strength v d w₁ := by linarith [strength_nonneg v d w₁]
  have p₂ : 0 < 1 + strength v d w₂ := by linarith [strength_nonneg v d w₂]
  unfold weight
  rw [div_add_div _ _ p₁.ne' p₂.ne', div_le_one (mul_pos p₁ p₂)]
  nlinarith [h]
```

The equivalence of Z > 1/2 and S < 1 comes from multiplying by 1 + S.

```lean
/-- The weight exceeds one half exactly when the strength is below one. -/
theorem half_lt_weight_iff : 1 / 2 < weight v d w ↔ strength v d w < 1 := by
  have p : 0 < 1 + strength v d w := by linarith [strength_nonneg v d w]
  unfold weight
  rw [lt_div_iff₀ p]
  constructor <;> intro h <;> linarith
```

Uniqueness follows by contradiction: two different solutions with weights above one half would have a sum above one. The theorem says nothing about existence, and the resonant level has no solution with such a weight.

```lean
/-- For given `e`, `v` and `d`, at most one solution of the quasiparticle equation has a weight
above one half. -/
theorem dominant_unique (h₁ : IsQuasiparticle e v d w₁) (h₂ : IsQuasiparticle e v d w₂)
    (hZ₁ : 1 / 2 < weight v d w₁) (hZ₂ : 1 / 2 < weight v d w₂) : w₁ = w₂ := by
  by_contra hne
  linarith [weight_add_le_one h₁ h₂ hne]
```

## Attraction and repulsion

The notation `∀ᶠ x in 𝓝 w` means "for all x in some neighbourhood of w". The next lemma is the linearised error estimate with its arbitrary constant c. It is the little-o form of the derivative, rewritten with the help of F(w) = w.

```lean
/-- Near a quasiparticle solution, one iteration step multiplies the error by `-S(w)`, up to a
correction that is an arbitrarily small fraction `c` of the error. -/
theorem update_error (h : IsQuasiparticle e v d w) {c : ℝ} (hc : 0 < c) :
    ∀ᶠ x in 𝓝 w, |update e v d x - w + strength v d w * (x - w)| ≤ c * |x - w| := by
  filter_upwards [(hasDerivAt_iff_isLittleO.mp (hasDerivAt_selfEnergy h.off_pole)).def hc]
    with x hx
  simp only [Real.norm_eq_abs, smul_eq_mul] at hx
  have e1 : update e v d x - w + strength v d w * (x - w) =
      selfEnergy v d x - selfEnergy v d w - (x - w) * (-strength v d w) := by
    unfold update
    linear_combination (-1 : ℝ) * h.solves
  rw [e1]
  exact hx
```

In the attraction theorem, `(update e v d)^[n] x` is the n-th iterate of the starting value x. The conclusion provides a radius δ such that every start within it avoids all poles at every step and converges. It gives no numerical value for δ, and it concerns real numbers without rounding.

The proof picks q between S(w) and 1 with `exists_between`, then intersects the pole-free neighbourhood with the one from `update_error`. The local statement `step` is the contraction by q. The induction in `bound` gives the factor qⁿ, while `small` ensures that each iterate is still within δ, so that `step` may be applied again. Finally `squeeze_zero` turns the bound into a limit.

```lean
/-- A quasiparticle solution with `S(w) < 1` is attracting: the iteration started close enough
to it never meets a pole and converges to it. -/
theorem attracting (h : IsQuasiparticle e v d w) (hS : strength v d w < 1) :
    ∃ δ > 0, ∀ x, |x - w| < δ → (∀ n i, (update e v d)^[n] x ≠ d i) ∧
      Tendsto (fun n => (update e v d)^[n] x) atTop (𝓝 w) := by
  obtain ⟨q, hSq, hq1⟩ := exists_between hS
  have hS0 := strength_nonneg v d w
  have hq0 : 0 ≤ q := hS0.trans hSq.le
  have hoff : ∀ᶠ x in 𝓝 w, ∀ i, x ≠ d i :=
    eventually_all.mpr fun i => isOpen_ne.mem_nhds (h.off_pole i)
  obtain ⟨δ, hδ, hball⟩ :=
    Metric.eventually_nhds_iff.mp (hoff.and (update_error h (sub_pos.mpr hSq)))
  -- one step contracts the error by the factor `q`
  have step : ∀ y, |y - w| < δ → |update e v d y - w| ≤ q * |y - w| := by
    intro y hy
    have hb := (@hball y (by rwa [Real.dist_eq])).2
    have t : |(update e v d y - w + strength v d w * (y - w)) - strength v d w * (y - w)| ≤
        |update e v d y - w + strength v d w * (y - w)| + |strength v d w * (y - w)| :=
      by simp only [← Real.norm_eq_abs]; exact norm_sub_le _ _
    rw [add_sub_cancel_right, abs_mul, abs_of_nonneg hS0] at t
    linarith
  refine ⟨δ, hδ, fun x hx => ?_⟩
  have small : ∀ n : ℕ, q ^ n * |x - w| < δ := fun n =>
    (mul_le_of_le_one_left (abs_nonneg _) (pow_le_one₀ hq0 hq1.le)).trans_lt hx
  have bound : ∀ n : ℕ, |(update e v d)^[n] x - w| ≤ q ^ n * |x - w| := by
    intro n
    induction n with
    | zero => simp
    | succ n ih =>
      rw [Function.iterate_succ_apply']
      calc _ ≤ q * |(update e v d)^[n] x - w| := step _ (ih.trans_lt (small n))
        _ ≤ q * (q ^ n * |x - w|) := mul_le_mul_of_nonneg_left ih hq0
        _ = q ^ (n + 1) * |x - w| := by ring
  constructor
  · intro n
    exact (hball (by rw [Real.dist_eq]; exact (bound n).trans_lt (small n))).1
  · have lim := (tendsto_pow_atTop_nhds_zero_of_lt_one hq0 hq1).mul_const |x - w|
    rw [zero_mul] at lim
    exact tendsto_iff_dist_tendsto_zero.mpr (squeeze_zero (fun _ => dist_nonneg)
      (fun n => by rw [Real.dist_eq]; exact bound n) lim)
```

The repulsion theorem concerns a single step. It does not exclude that an orbit, once driven away from w, later returns or lands on w. Its proof is the second triangle inequality above, with q between 1 and S(w).

```lean
/-- A quasiparticle solution with `S(w) > 1` is repelling: one iteration step enlarges every
sufficiently small error by at least a fixed factor `q > 1`. -/
theorem repelling (h : IsQuasiparticle e v d w) (hS : 1 < strength v d w) :
    ∃ q > 1, ∀ᶠ x in 𝓝 w, q * |x - w| ≤ |update e v d x - w| := by
  obtain ⟨q, hq1, hqS⟩ := exists_between hS
  refine ⟨q, hq1, ?_⟩
  filter_upwards [update_error h (sub_pos.mpr hqS)] with x hx
  have t : |(update e v d x - w + strength v d w * (x - w)) - (update e v d x - w)| ≤
      |update e v d x - w + strength v d w * (x - w)| + |update e v d x - w| :=
    by simp only [← Real.norm_eq_abs]; exact norm_sub_le _ _
  rw [add_sub_cancel_left, abs_mul, abs_of_nonneg (strength_nonneg v d w)] at t
  linarith
```

Together with the product bound, this has a practical reading for a level with finitely many fixed real poles. If one solution has S < 1, every other solution has S > 1, so the undamped iteration enlarges small errors around all of them. Failure to settle on a low-weight satellite is then a property of the iteration and no evidence that the satellite is absent.

## The resonant pole in Lean

The one-element type `Unit` labels the single pole, and the constant functions supply g and a. The theorem states that a + g and a − g are solutions and that each has strength one. The proof reduces each sum to its only term and simplifies g²/g and g²/g², using g ≠ 0; the same condition shows that neither solution sits on the pole.

```lean
/-- A level at `a` coupled with `g ≠ 0` to a single pole at `a` has the quasiparticle solutions
`a + g` and `a - g`, both of strength one. -/
theorem resonant_pole_sharp (a : ℝ) {g : ℝ} (hg : g ≠ 0) :
    (IsQuasiparticle a (fun _ : Unit => g) (fun _ => a) (a + g) ∧
      strength (fun _ : Unit => g) (fun _ => a) (a + g) = 1) ∧
    (IsQuasiparticle a (fun _ : Unit => g) (fun _ => a) (a - g) ∧
      strength (fun _ : Unit => g) (fun _ => a) (a - g) = 1) := by
  have e1 : a + g - a = g := by ring
  have e2 : a - g - a = -g := by ring
  have e3 : g ^ 2 / g = g := by rw [sq, mul_div_assoc, div_self hg, mul_one]
  have e4 : g ^ 2 / g ^ 2 = 1 := div_self (pow_ne_zero 2 hg)
  refine ⟨⟨⟨fun _ h => ?_, ?_⟩, ?_⟩, ⟨⟨fun _ h => ?_, ?_⟩, ?_⟩⟩
  · have h' : a + g = a := h
    exact hg (by linarith)
  · simp only [selfEnergy, Finset.univ_unique, Finset.sum_singleton, e1, e3]
  · simp only [strength, Finset.univ_unique, Finset.sum_singleton, e1, e4]
  · have h' : a - g = a := h
    exact hg (by linarith)
  · simp only [selfEnergy, Finset.univ_unique, Finset.sum_singleton, e2, div_neg, e3]
    ring
  · simp only [strength, Finset.univ_unique, Finset.sum_singleton, e2, neg_sq, e4]

end

end QuasiparticleEquation
```

```lean
#print axioms QuasiparticleEquation.weight_add_le_one
-- 'QuasiparticleEquation.weight_add_le_one' depends on axioms: [propext, Classical.choice, Quot.sound]
#print axioms QuasiparticleEquation.dominant_unique
-- 'QuasiparticleEquation.dominant_unique' depends on axioms: [propext, Classical.choice, Quot.sound]
#print axioms QuasiparticleEquation.repelling
-- 'QuasiparticleEquation.repelling' depends on axioms: [propext, Classical.choice, Quot.sound]
#print axioms QuasiparticleEquation.resonant_pole_sharp
-- 'QuasiparticleEquation.resonant_pole_sharp' depends on axioms: [propext, Classical.choice, Quot.sound]
```
